# Overlaps of uniform B-splines are values of a B-spline of higher order

Two boxes of unit height and unit width, displaced by y, overlap on a length 1 − |y| when |y| ≤ 1, and not at all otherwise. As a function of y this is a triangle, which is also what results from averaging a box over a unit interval. The overlap of two boxes is therefore a value of the next spline.

Such integrals appear when a wavefunction is expanded in splines on a grid and the Schrödinger equation is projected onto the same splines. The basis is not orthogonal in general, and the projected equation is H c = E S c with an overlap matrix S. For a one-dimensional uniform basis with unit spacing on the whole line, every element of S is a B-spline value at an integer.

## From two boxes to any two orders

Let M_1 be the indicator of [0,1), and let

M_(n+1)(x) = ∫₀¹ M_n(x − t) dt.

The index n is the order; the polynomial degree is n − 1, so a cubic spline has order 4. The claim is that for all orders m, n ≥ 1 and every real y

∫ M_m(x) M_n(x + y) dx = M_(m+n)(m + y),

where an integral without limits runs over the real line.

Averaging keeps values between 0 and 1. It also extends the support by one unit: if x < 0 or x ≥ n + 1, then x − t lies outside [0,n) for 0 < t ≤ 1. Hence M_n vanishes outside [0,n), and all the integrals below are finite.

Substituting x = 1 − t in the definition gives

M_(n+1)(1 + y) = ∫₀¹ M_n(1 + y − t) dt = ∫₀¹ M_n(x + y) dx. (A)

For m = 1 the box restricts the overlap integral to the unit interval, and (A) is the claim. Suppose the claim holds for m and every shift. Insert the definition of M_(m+1), exchange the integrals, and set u = x − s:

∫ M_(m+1)(x) M_n(x + y) dx
= ∫₀¹ ds ∫ dx M_m(x − s) M_n(x + y)
= ∫₀¹ ds ∫ du M_m(u) M_n(u + s + y)
= ∫₀¹ M_(m+n)(m + s + y) ds
= M_(m+n+1)(m + 1 + y).

The third equality is the induction hypothesis at shift s + y, and the last is (A).

For the basis functions M_n(x − j) with integer j, the substitution u = x − j gives

S_jk = ∫ M_n(x − j) M_n(x − k) dx = M_(2n)(n + j − k).

The supports [j, j + n) and [k, k + n) are disjoint when |j − k| ≥ n, so at most 2n − 1 diagonals are nonzero. Boxes, n = 1, give the identity matrix. Triangles, n = 2, give 2/3 on the diagonal and 1/6 beside it.

Finally, for a finite sum with real coefficients c_j, expanding the square gives

∫ (Σ_j c_j M_n(x − j))² dx = Σ_j Σ_k c_j c_k M_(2n)(n + j − k).

## Splines and their overlap matrix in Lean

```lean
import Mathlib

open MeasureTheory

namespace BSplineOverlap

noncomputable section
```

`bspline n` is M_n as a function on the reals. The recursion starts at order one; order zero is a placeholder without physical meaning, which is why the main theorems assume `1 ≤ n`.

```lean
/-- The cardinal B-spline of order `n`: order one is the indicator of `[0,1)`, and each further
order averages the previous one over a unit interval. Order zero is a placeholder, set to zero. -/
def bspline : ℕ → ℝ → ℝ
  | 0 => fun _ => 0
  | 1 => (Set.Ico (0 : ℝ) 1).indicator (fun _ => 1)
  | n + 2 => fun x => ∫ t in (0 : ℝ)..1, bspline (n + 1) (x - t)
```

The matrix S is defined by its integrals, so the formula in terms of spline values has to be proved. Its indices run over all integers, and the grid spacing is one. For spacing h and basis functions M_n(x/h − j), a change of variable multiplies S by h.

```lean
/-- The overlap matrix of the uniform spline basis: the integrals of products of two B-splines
of order `n` translated to the integer grid points `j` and `k`. -/
def overlapMatrix (n : ℕ) : Matrix ℤ ℤ ℝ :=
  fun j k => ∫ x : ℝ, bspline n (x - j) * bspline n (x - k)
```

## Bounds, support and integrability

The first lemma follows the recursion: the average of a function with values between 0 and 1 stays between 0 and 1.

```lean
/-- The values of a B-spline lie between zero and one. -/
theorem bspline_bounds : ∀ (n : ℕ) (x : ℝ), 0 ≤ bspline n x ∧ bspline n x ≤ 1
  | 0, x => by
    change (0 : ℝ) ≤ 0 ∧ (0 : ℝ) ≤ 1
    norm_num
  | 1, x => by
    change 0 ≤ (Set.Ico (0 : ℝ) 1).indicator (fun _ => (1 : ℝ)) x ∧
      (Set.Ico (0 : ℝ) 1).indicator (fun _ => (1 : ℝ)) x ≤ 1
    by_cases hx : x ∈ Set.Ico (0 : ℝ) 1
    · rw [Set.indicator_of_mem hx]
      norm_num
    · rw [Set.indicator_of_notMem hx]
      norm_num
  | n + 2, x => by
    have ih := bspline_bounds (n + 1)
    change 0 ≤ (∫ t in (0 : ℝ)..1, bspline (n + 1) (x - t)) ∧
      (∫ t in (0 : ℝ)..1, bspline (n + 1) (x - t)) ≤ 1
    refine ⟨intervalIntegral.integral_nonneg zero_le_one fun t _ => (ih _).1, ?_⟩
    have h := intervalIntegral.norm_integral_le_of_norm_le_const (a := (0 : ℝ)) (b := 1)
      (C := 1) (f := fun t => bspline (n + 1) (x - t))
      (fun t _ => by rw [Real.norm_of_nonneg (ih _).1]; exact (ih _).2)
    rw [sub_zero, abs_one, mul_one] at h
    exact (Real.le_norm_self _).trans h
```

The support lemma is the argument given above for x − t. The interval integral is rewritten over (0,1], and the integrand vanishes at each of its points.

```lean
/-- A B-spline of order `n` vanishes outside the interval `[0,n)`. -/
theorem bspline_eq_zero : ∀ (n : ℕ) (x : ℝ), (x < 0 ∨ (n : ℝ) ≤ x) → bspline n x = 0
  | 0, _, _ => rfl
  | 1, x, h => by
    refine Set.indicator_of_notMem (fun hx => ?_) _
    rw [Nat.cast_one] at h
    rcases h with h | h
    · exact absurd hx.1 (not_le_of_gt h)
    · exact absurd hx.2 (not_lt_of_ge h)
  | n + 2, x, h => by
    change (∫ t in (0 : ℝ)..1, bspline (n + 1) (x - t)) = 0
    rw [intervalIntegral.integral_of_le (zero_le_one' ℝ)]
    refine setIntegral_eq_zero_of_forall_eq_zero fun t ht => bspline_eq_zero (n + 1) _ ?_
    push_cast at h ⊢
    rcases h with h | h
    · left; linarith [ht.1]
    · right; linarith [ht.2]
```

Measurability passes through the average because integrating a jointly measurable function over one variable leaves a measurable function of the other.

```lean
/-- Every B-spline is a measurable function. -/
theorem bspline_measurable : ∀ n : ℕ, Measurable (bspline n)
  | 0 => measurable_const
  | 1 => measurable_const.indicator measurableSet_Ico
  | n + 2 => by
    change Measurable fun x : ℝ => ∫ t in (0 : ℝ)..1, bspline (n + 1) (x - t)
    simp only [intervalIntegral.integral_of_le (zero_le_one' ℝ)]
    exact ((bspline_measurable (n + 1)).comp
      (measurable_fst.sub measurable_snd)).stronglyMeasurable.integral_prod_right'.measurable
```

Integrability then follows by comparison with the indicator of [0,n].

```lean
/-- Every B-spline is integrable over the real line. -/
theorem bspline_integrable (n : ℕ) : Integrable (bspline n) := by
  have hc : IntegrableOn (fun _ : ℝ => (1 : ℝ)) (Set.Icc 0 (n : ℝ)) :=
    continuous_const.integrableOn_Icc
  refine (hc.integrable_indicator measurableSet_Icc).mono'
    (bspline_measurable n).aestronglyMeasurable (.of_forall fun x => ?_)
  rw [Real.norm_of_nonneg (bspline_bounds n x).1]
  by_cases hx : x ∈ Set.Icc 0 (n : ℝ)
  · rw [Set.indicator_of_mem hx]
    exact (bspline_bounds n x).2
  · rw [Set.indicator_of_notMem hx, bspline_eq_zero n x]
    by_contra h
    rw [not_or, not_lt, not_le] at h
    exact hx ⟨h.1, h.2.le⟩
```

## The overlap formula by induction

The next lemma is equation (A). The library result `integral_comp_sub_left` supplies the reflection t → 1 − t.

```lean
/-- For order `n ≥ 1`, the next B-spline at `1 + y` is the average of the present one over the
unit interval that starts at `y`. -/
theorem bspline_succ_shift {n : ℕ} (hn : 1 ≤ n) (y : ℝ) :
    bspline (n + 1) (1 + y) = ∫ x in (0 : ℝ)..1, bspline n (x + y) := by
  obtain ⟨k, rfl⟩ := Nat.exists_eq_add_of_le' hn
  have h := intervalIntegral.integral_comp_sub_left (a := (0 : ℝ)) (b := 1)
    (fun x => bspline (k + 1) (x + y)) 1
  rw [sub_self, sub_zero] at h
  refine Eq.trans ?_ h
  change (∫ t in (0 : ℝ)..1, bspline (k + 1) (1 + y - t)) = _
  have e : ∀ t : ℝ, 1 + y - t = 1 - t + y := fun t => by ring
  simp only [e]
```

The main theorem is the claim for two orders and a real shift; equal orders and an integer shift are a special case. The factor M_n(x + y) is the spline moved to the left by y when y is positive; for a displacement to the right, y is replaced by −y. The direction matters when the orders differ. The induction is on `m`, with `generalizing y` because the hypothesis is needed at the shift s + y.

In the base case the product with the box becomes an indicator, and the endpoints of the unit interval do not affect the integral. In the induction step, `hF` justifies the exchange of integrals: the double integrand is bounded by M_n(x + y), which is integrable over the line times the unit interval. The `calc` chain then has the same order as the derivation by hand: insert the average, exchange, translate and apply the hypothesis, use (A).

```lean
/-- The overlap of two B-splines of orders `m, n ≥ 1`, displaced by any real `y`, is the
B-spline of order `m + n` evaluated at `m + y`. -/
theorem integral_bspline_mul_bspline {m n : ℕ} (hm : 1 ≤ m) (hn : 1 ≤ n) (y : ℝ) :
    ∫ x : ℝ, bspline m x * bspline n (x + y) = bspline (m + n) (m + y) := by
  induction m, hm using Nat.le_induction generalizing y with
  | base =>
    -- the box function restricts the integral to the unit interval
    have h : ∀ x : ℝ, bspline 1 x * bspline n (x + y) =
        (Set.Ico (0 : ℝ) 1).indicator (fun x => bspline n (x + y)) x := by
      intro x
      change (Set.Ico (0 : ℝ) 1).indicator (fun _ => (1 : ℝ)) x * _ = _
      by_cases hx : x ∈ Set.Ico (0 : ℝ) 1
      · rw [Set.indicator_of_mem hx, Set.indicator_of_mem hx, one_mul]
      · rw [Set.indicator_of_notMem hx, Set.indicator_of_notMem hx, zero_mul]
    simp only [h]
    rw [integral_indicator measurableSet_Ico, integral_Ico_eq_integral_Ioo,
      ← integral_Ioc_eq_integral_Ioo, ← intervalIntegral.integral_of_le (zero_le_one' ℝ),
      Nat.cast_one, add_comm 1 n, bspline_succ_shift hn]
  | succ k hk ih =>
    have hs : ∀ x, bspline (k + 1) x = ∫ t in (0 : ℝ)..1, bspline k (x - t) := by
      obtain ⟨l, rfl⟩ := Nat.exists_eq_add_of_le' hk
      exact fun _ => rfl
    -- the double integrand is dominated by an integrable function, so Fubini applies
    have hF : Integrable (Function.uncurry fun x s : ℝ => bspline k (x - s) * bspline n (x + y))
        (volume.prod (volume.restrict (Set.Ioc (0 : ℝ) 1))) := by
      have hc : Integrable (fun _ : ℝ => (1 : ℝ)) (volume.restrict (Set.Ioc (0 : ℝ) 1)) :=
        integrable_const 1
      refine (((bspline_integrable n).comp_add_right y).mul_prod hc).mono'
        (((bspline_measurable k).comp (measurable_fst.sub measurable_snd)).mul
          ((bspline_measurable n).comp (measurable_fst.add_const y))).aestronglyMeasurable
        (.of_forall fun z => ?_)
      change ‖bspline k (z.1 - z.2) * bspline n (z.1 + y)‖ ≤ bspline n (z.1 + y) * 1
      have h1 := bspline_bounds k (z.1 - z.2)
      have h2 := bspline_bounds n (z.1 + y)
      rw [Real.norm_of_nonneg (mul_nonneg h1.1 h2.1)]
      nlinarith [h1.2, h2.1]
    calc ∫ x : ℝ, bspline (k + 1) x * bspline n (x + y)
        = ∫ x : ℝ, ∫ s in Set.Ioc (0 : ℝ) 1, bspline k (x - s) * bspline n (x + y) := by
          simp only [hs, intervalIntegral.integral_of_le (zero_le_one' ℝ), integral_mul_const]
      _ = ∫ s in Set.Ioc (0 : ℝ) 1, ∫ x : ℝ, bspline k (x - s) * bspline n (x + y) :=
          integral_integral_swap hF
      _ = ∫ s in Set.Ioc (0 : ℝ) 1, bspline (k + n) (s + (k + y)) := by
          refine integral_congr_ae (.of_forall fun s => ?_)
          -- translate by `s` and use the result for order `k`
          have h := (integral_sub_right_eq_self (μ := volume)
            (fun x : ℝ => bspline k x * bspline n (x + (s + y))) s).trans (ih (s + y))
          have e : ∀ x : ℝ, x - s + (s + y) = x + y := fun x => by ring
          have e' : (k : ℝ) + (s + y) = s + (k + y) := by ring
          simp only [e, e'] at h
          exact h
      _ = bspline (k + 1 + n) ((k + 1 : ℕ) + y) := by
          have e1 : k + 1 + n = k + n + 1 := by omega
          have e2 : ((k + 1 : ℕ) : ℝ) + y = 1 + (k + y) := by push_cast; ring
          rw [e1, e2, bspline_succ_shift (by omega),
            intervalIntegral.integral_of_le (zero_le_one' ℝ)]
```

## Matrix elements, band width and norm

Translating the integration variable by `j` turns a matrix element into the overlap just computed, with shift j − k.

```lean
/-- For order `n ≥ 1`, the overlap matrix element between grid points `j` and `k` is the
B-spline of order `2n` sampled at the integer `n + j - k`. -/
theorem overlapMatrix_apply {n : ℕ} (hn : 1 ≤ n) (j k : ℤ) :
    overlapMatrix n j k = bspline (2 * n) (n + ((j : ℝ) - k)) := by
  have h := (integral_sub_right_eq_self (μ := volume)
    (fun x : ℝ => bspline n x * bspline n (x + ((j : ℝ) - k))) (j : ℝ)).trans
    (integral_bspline_mul_bspline hn hn _)
  have e : ∀ x : ℝ, x - j + ((j : ℝ) - k) = x - k := fun x => by ring
  simp only [e] at h
  rw [two_mul]
  exact h
```

The band theorem uses only the supports. If both factors were nonzero at some x, then x − j and x − k would both lie in [0,n), forcing |j − k| < n. The spline labelled `j` starts at the grid point j and has its centre at j + n/2.

```lean
/-- The overlap matrix is banded: B-splines of order `n` translated to grid points at least `n`
steps apart have zero overlap. -/
theorem overlapMatrix_banded {n : ℕ} {j k : ℤ} (h : (n : ℤ) ≤ |j - k|) :
    overlapMatrix n j k = 0 := by
  have h' : (n : ℝ) ≤ |(j : ℝ) - k| := by exact_mod_cast h
  refine integral_eq_zero_of_ae (.of_forall fun x => ?_)
  change bspline n (x - j) * bspline n (x - k) = 0
  by_cases hj : x - j < 0 ∨ (n : ℝ) ≤ x - j
  · rw [bspline_eq_zero n _ hj, zero_mul]
  by_cases hk : x - k < 0 ∨ (n : ℝ) ≤ x - k
  · rw [bspline_eq_zero n _ hk, mul_zero]
  -- a common point of both supports would force the grid points to be close
  rw [not_or, not_lt, not_le] at hj hk
  exact absurd h' (not_le_of_gt (abs_lt.2 ⟨by linarith [hj.2, hk.1], by linarith [hj.1, hk.2]⟩))
```

The last theorem takes a finite set `s` of grid points and real coefficients `c`. The statement `hI` shows that each product of two terms is integrable, which allows the double sum to be integrated term by term; `overlapMatrix_apply` then identifies each integral.

```lean
/-- The squared norm of a finite real spline expansion of order `n ≥ 1` is a quadratic form in
its coefficients, whose matrix elements are integer samples of the B-spline of order `2n`. -/
theorem integral_expansion_sq {n : ℕ} (hn : 1 ≤ n) (s : Finset ℤ) (c : ℤ → ℝ) :
    ∫ x : ℝ, (∑ j ∈ s, c j * bspline n (x - j)) ^ 2 =
      ∑ j ∈ s, ∑ k ∈ s, c j * c k * bspline (2 * n) (n + ((j : ℝ) - k)) := by
  have hI : ∀ j k : ℤ, Integrable fun x : ℝ =>
      c j * bspline n (x - j) * (c k * bspline n (x - k)) := by
    intro j k
    have hp : Integrable fun x : ℝ => bspline n (x - j) * bspline n (x - k) := by
      refine ((bspline_integrable n).comp_sub_right (j : ℝ)).mono'
        (((bspline_measurable n).comp (measurable_id.sub_const (j : ℝ))).mul
          ((bspline_measurable n).comp (measurable_id.sub_const (k : ℝ)))).aestronglyMeasurable
        (.of_forall fun x => ?_)
      have h1 := bspline_bounds n (x - j)
      have h2 := bspline_bounds n (x - k)
      rw [Real.norm_of_nonneg (mul_nonneg h1.1 h2.1)]
      exact mul_le_of_le_one_right h1.1 h2.2
    refine (hp.const_mul (c j * c k)).congr (.of_forall fun x => ?_)
    ring
  -- expand the square and integrate term by term
  simp only [sq, Finset.sum_mul_sum]
  rw [MeasureTheory.integral_finsetSum _ fun j _ => MeasureTheory.integrable_finsetSum _ fun k _ => hI j k]
  refine Finset.sum_congr rfl fun j _ => ?_
  rw [MeasureTheory.integral_finsetSum _ fun k _ => hI j k]
  refine Finset.sum_congr rfl fun k _ => ?_
  rw [← overlapMatrix_apply hn]
  change _ = c j * c k * ∫ x : ℝ, bspline n (x - j) * bspline n (x - k)
  rw [← integral_const_mul]
  refine integral_congr_ae (.of_forall fun x => ?_)
  ring

end

end BSplineOverlap
```

```lean
#print axioms BSplineOverlap.overlapMatrix_banded
#print axioms BSplineOverlap.integral_expansion_sq
```

```
'BSplineOverlap.overlapMatrix_banded' depends on axioms: [propext, Classical.choice, Quot.sound]
'BSplineOverlap.integral_expansion_sq' depends on axioms: [propext, Classical.choice, Quot.sound]
```

The formula is for the whole line, and in a finite box some of the matrix elements can differ. Splines cut off or modified at a wall can have different overlaps, so the formula cannot be assumed for the corresponding rows and columns of S, while unmodified uniform splines whose supports lie inside the box keep the values found here among themselves.
